# Orbital-rotation gradient and localization condition for Perdew–Zunger-type energies

The inner loop of a Perdew–Zunger self-interaction-corrected calculation can hold the occupied space fixed and rotate the orbitals within it until the energy is stationary. A gradient-based loop uses a gradient to choose the rotation and a residual to tell when to stop. The energy can respond to such a rotation because the correction is computed from each orbital density separately: a unitary mixing of equally occupied orbitals of the same spin preserves their total density but can change the orbital densities.

The problems below derive the gradient and the residual for a real energy of a finite square orbital matrix, assumed differentiable at the matrix considered.

## Orbitals, rotations and gradients

Choose an orthonormal basis of the occupied space of one spin. Column $u_j$ of the complex matrix $U$ holds the coefficients of orbital $j$, and the finite type `n` labels both basis functions and orbitals. Write $\dagger$ for the conjugate transpose, which is `ᴴ` in Lean and `*` in the code comments. An orbital rotation is $U\exp(tA)$ with $t$ real and $A^\dagger=-A$.

```lean
import Mathlib

open Matrix

namespace PerdewZungerRotation

attribute [local instance] Matrix.linftyOpNormedRing Matrix.linftyOpNormedAlgebra

variable {n : Type*} [Fintype n] [DecidableEq n]
```

The Euclidean gradient of an energy $E$ at $U$ is the matrix $G$ for which a small change $X$ of the orbitals changes $E$ by $\operatorname{Re}\operatorname{tr}(G^\dagger X)$ to first order. This functional is `realPairing G`. It is linear over the real numbers; because it takes a real part, it is not complex-linear unless $G=0$. The hypothesis `HasFDerivAt E (realPairing G) U` says that $E$ is differentiable at $U$ with gradient $G$.

```lean
/-- The real-linear functional `X ↦ Re tr(G* X)` by which a Euclidean gradient `G` acts on a
change `X` of the orbital matrix. -/
noncomputable def realPairing (G : Matrix n n ℂ) : Matrix n n ℂ →L[ℝ] ℝ :=
  LinearMap.toContinuousLinearMap
    { toFun := fun X => (Matrix.trace (Gᴴ * X)).re
      map_add' := by
        intro X Y
        rw [Matrix.mul_add, Matrix.trace_add, Complex.add_re]
      map_smul' := by
        intro r X
        rw [Matrix.mul_smul, Matrix.trace_smul, Complex.smul_re, RingHom.id_apply] }
```

From $U$ and $G$ form
$$K=\tfrac12\,(U^\dagger G-G^\dagger U).$$

```lean
/-- The orbital-rotation gradient `K = (U* G - G* U) / 2`. -/
noncomputable def rotationGradient (U G : Matrix n n ℂ) : Matrix n n ℂ :=
  (1 / 2 : ℝ) • (Uᴴ * G - Gᴴ * U)
```

For a Perdew–Zunger energy with singly occupied orbitals of one spin, those of the other spin being held fixed, the first-order change is $2\operatorname{Re}\sum_j\langle\delta u_j,V_ju_j\rangle$. Here $V_j$ is the Hermitian matrix of the one-electron operator for orbital $j$: the Kohn–Sham operator for that spin, common to all these orbitals, minus the Hartree and exchange-correlation potentials of that orbital's own density. The code calls $V_j$ a potential, although it contains the kinetic energy as well. The gradient then has columns $2V_ju_j$. In Lean the $V_j$ are given matrices, to be read as their values at the current orbitals.

```lean
/-- The matrix whose column `j` is `2 V_j u_j`, where `u_j` is column `j` of `U` and `V_j` is the
potential felt by that orbital. -/
def potentialGradient (V : n → Matrix n n ℂ) (U : Matrix n n ℂ) : Matrix n n ℂ :=
  Matrix.of fun a j => 2 * (V j *ᵥ Uᵀ j) a
```

To apply part (i) to a particular density functional, one must still carry out the functional differentiation that shows its energy to have this gradient.

## (a) Symmetry of K

Show that
$$K^\dagger=-K.$$

**Solution.** Since $(U^\dagger G)^\dagger=G^\dagger U$, we have $K^\dagger=\tfrac12(G^\dagger U-U^\dagger G)=-K$. Thus $K$ is itself an allowed rotation generator, which parts (f) and (g) use. In Lean the `conjTranspose` rewrites take the adjoint and `module` compares the two sides.

```lean
omit [DecidableEq n] in
/-- The orbital-rotation gradient is skew-Hermitian. -/
theorem rotationGradient_skew (U G : Matrix n n ℂ) :
    (rotationGradient U G)ᴴ = -rotationGradient U G := by
  rw [rotationGradient, conjTranspose_smul, conjTranspose_sub, conjTranspose_mul,
    conjTranspose_mul, conjTranspose_conjTranspose, conjTranspose_conjTranspose, star_trivial]
  module
```

## (b) A matrix of zero norm

Show that, for a complex square matrix $Z$,
$$\operatorname{Re}\operatorname{tr}(Z^\dagger Z)=0\quad\Longrightarrow\quad Z=0.$$

**Solution.** Writing out the trace gives
$$\operatorname{Re}\operatorname{tr}(Z^\dagger Z)=\sum_{i,j}|Z_{ji}|^2.$$
A sum of nonnegative terms vanishes only if each term does. The step `hs` is this expansion; the lemma on nonnegative sums is then used once for the sum over $i$ and once for the sum over $j$.

```lean
omit [DecidableEq n] in
/-- A complex square matrix `Z` with `Re tr(Z* Z) = 0` is zero. -/
theorem eq_zero_of_re_trace (Z : Matrix n n ℂ) (h : (Matrix.trace (Zᴴ * Z)).re = 0) :
    Z = 0 := by
  have hs : (Matrix.trace (Zᴴ * Z)).re = ∑ i, ∑ j, Complex.normSq (Z j i) := by
    simp [Matrix.trace, Matrix.mul_apply, Complex.normSq_apply]
  rw [hs] at h
  ext j i
  have h1 := (Finset.sum_eq_zero_iff_of_nonneg (fun i _ =>
    Finset.sum_nonneg fun j _ => Complex.normSq_nonneg (Z j i))).1 h i (Finset.mem_univ i)
  have h2 := (Finset.sum_eq_zero_iff_of_nonneg (fun j _ =>
    Complex.normSq_nonneg (Z j i))).1 h1 j (Finset.mem_univ j)
  exact Complex.normSq_eq_zero.1 h2
```

## (c) First-order change in terms of K

For $A^\dagger=-A$, show that
$$\operatorname{Re}\operatorname{tr}(G^\dagger UA)=\operatorname{Re}\operatorname{tr}(K^\dagger A).$$

**Solution.** A matrix and its adjoint have traces with the same real part. Hence
$$\operatorname{Re}\operatorname{tr}(U^\dagger GA)=\operatorname{Re}\operatorname{tr}(A^\dagger G^\dagger U)=-\operatorname{Re}\operatorname{tr}(AG^\dagger U)=-\operatorname{Re}\operatorname{tr}(G^\dagger UA),$$
where the last step is cyclicity. By (a), $K^\dagger A=-KA=\tfrac12(G^\dagger UA-U^\dagger GA)$. Taking the real trace gives two equal halves, which add up to $\operatorname{Re}\operatorname{tr}(G^\dagger UA)$. The Lean steps `h` and `k` are these two calculations.

```lean
omit [DecidableEq n] in
/-- On a skew-Hermitian generator `A`, the first-order change `Re tr(G* U A)` equals
`Re tr(K* A)`. -/
theorem re_trace_generator (U G A : Matrix n n ℂ) (hA : Aᴴ = -A) :
    (Matrix.trace (Gᴴ * (U * A))).re = (Matrix.trace ((rotationGradient U G)ᴴ * A)).re := by
  -- complex conjugation of the trace exchanges the two halves of `K` up to a sign
  have h : (Matrix.trace (Uᴴ * G * A)).re = -(Matrix.trace (Gᴴ * U * A)).re := by
    have e : (Uᴴ * G * A)ᴴ = -(A * (Gᴴ * U)) := by
      rw [conjTranspose_mul, conjTranspose_mul, conjTranspose_conjTranspose, hA, neg_mul]
    have e2 := congrArg (fun M => (Matrix.trace M).re) e
    simp only [trace_conjTranspose, trace_neg, Complex.neg_re, Complex.star_def,
      Complex.conj_re] at e2
    rw [Matrix.trace_mul_comm A] at e2
    exact e2
  have k : (rotationGradient U G)ᴴ * A = (1 / 2 : ℝ) • (Gᴴ * U * A - Uᴴ * G * A) := by
    rw [rotationGradient_skew, rotationGradient, neg_mul, smul_mul_assoc, sub_mul]
    module
  rw [k, trace_smul, trace_sub, Complex.smul_re, Complex.sub_re, h, smul_eq_mul,
    ← Matrix.mul_assoc]
  ring
```

## (d) Derivative of the energy along a rotation

Let $E$ have Euclidean gradient $G$ at $U$, and let $A^\dagger=-A$. Show that
$$\left.\frac{d}{dt}E\bigl(U\exp(tA)\bigr)\right|_{t=0}=\operatorname{Re}\operatorname{tr}(K^\dagger A).$$

**Solution.** The curve $U\exp(tA)$ passes through $U$ at $t=0$ with velocity $UA$. The chain rule gives the derivative $\operatorname{Re}\operatorname{tr}(G^\dagger UA)$, and (c) rewrites it. Unitarity of $U$ is not used.

In Lean, `HasDerivAt f c 0` says that `f` is differentiable at $0$ with derivative `c`. The steps `h1` and `h2` find the velocity, `comp_hasDerivAt` is the chain rule, and `congr_deriv` inserts (c).

```lean
/-- If the energy `E` has Euclidean gradient `G` at `U`, its derivative along the orbital rotation
`U exp(tA)` at `t = 0`, with `A` skew-Hermitian, is `Re tr(K* A)`. -/
theorem hasDerivAt_energy {E : Matrix n n ℂ → ℝ} {U G : Matrix n n ℂ}
    (hE : HasFDerivAt E (realPairing G) U) (A : Matrix n n ℂ) (hA : Aᴴ = -A) :
    HasDerivAt (fun t : ℝ => E (U * NormedSpace.exp (t • A)))
      (Matrix.trace ((rotationGradient U G)ᴴ * A)).re 0 := by
  have e0 : NormedSpace.exp ((0 : ℝ) • A) = 1 := by
    rw [zero_smul, NormedSpace.exp_zero]
  have h1 : HasDerivAt (fun t : ℝ => NormedSpace.exp (t • A))
      (NormedSpace.exp ((0 : ℝ) • A) * A) 0 := by
    apply hasDerivAt_exp_smul_const
  rw [e0, one_mul] at h1
  have h2 := h1.const_mul U
  have hE' : HasFDerivAt E (realPairing G) (U * NormedSpace.exp ((0 : ℝ) • A)) := by
    rw [e0, mul_one]
    exact hE
  -- chain rule, then the trace identity for skew-Hermitian generators
  exact (hE'.comp_hasDerivAt (0 : ℝ) h2).congr_deriv (re_trace_generator U G A hA)
```

## (e) The linear functional

For any square $U$ and $G$ and for $A^\dagger=-A$, show that
$$\left.\frac{d}{dt}\operatorname{Re}\operatorname{tr}\bigl(G^\dagger U\exp(tA)\bigr)\right|_{t=0}=\operatorname{Re}\operatorname{tr}(K^\dagger A).$$

**Solution.** Take $E(X)=\operatorname{Re}\operatorname{tr}(G^\dagger X)$ in (d). A linear functional is its own derivative, so its Euclidean gradient is $G$ at every $U$. Lean supplies this as `(realPairing G).hasFDerivAt`.

```lean
/-- For skew-Hermitian `A`, the derivative of `Re tr(G* U exp(tA))` at `t = 0` is
`Re tr(K* A)`. -/
theorem hasDerivAt_linear (U G A : Matrix n n ℂ) (hA : Aᴴ = -A) :
    HasDerivAt (fun t : ℝ => (Matrix.trace (Gᴴ * (U * NormedSpace.exp (t • A)))).re)
      (Matrix.trace ((rotationGradient U G)ᴴ * A)).re 0 :=
  hasDerivAt_energy (E := fun X => (Matrix.trace (Gᴴ * X)).re)
    (realPairing G).hasFDerivAt A hA
```

## (f) Stationarity under all rotations

Let $E$ have Euclidean gradient $G$ at $U$. Show that
$$\left.\frac{d}{dt}E\bigl(U\exp(tA)\bigr)\right|_{t=0}=0\ \text{ for all } A^\dagger=-A\quad\Longleftrightarrow\quad K=0.$$

**Solution.** If $K=0$, the derivative in (d) is zero for every $A$. Conversely, suppose that all these derivatives vanish. By (a) we may choose $A=K$, so (d) gives $\operatorname{Re}\operatorname{tr}(K^\dagger K)=0$, and (b) gives $K=0$. In Lean, `unique` equates the two values of the derivative along $K$.

```lean
/-- An energy with Euclidean gradient `G` at `U` is stationary under all orbital rotations
`U exp(tA)`, `A` skew-Hermitian, exactly when `K = 0`. -/
theorem stationary_iff {E : Matrix n n ℂ → ℝ} {U G : Matrix n n ℂ}
    (hE : HasFDerivAt E (realPairing G) U) :
    (∀ A : Matrix n n ℂ, Aᴴ = -A →
      HasDerivAt (fun t : ℝ => E (U * NormedSpace.exp (t • A))) 0 0) ↔
      rotationGradient U G = 0 := by
  constructor
  · intro h
    -- rotate along the gradient itself
    have hK := rotationGradient_skew U G
    exact eq_zero_of_re_trace _ ((hasDerivAt_energy hE _ hK).unique (h _ hK))
  · intro h A hA
    have d := hasDerivAt_energy hE A hA
    rw [h, conjTranspose_zero, Matrix.zero_mul, trace_zero, Complex.zero_re] at d
    exact d
```

## (g) The Riemannian gradient

At a unitary $U$ the tangent vectors are $UA$ with $A^\dagger=-A$. Use the metric $\operatorname{Re}\operatorname{tr}(X^\dagger Y)$. For $Z^\dagger=-Z$, show that
$$\operatorname{Re}\operatorname{tr}\bigl((UZ)^\dagger UA\bigr)=\operatorname{Re}\operatorname{tr}(G^\dagger UA)\ \text{ for all } A^\dagger=-A\quad\Longleftrightarrow\quad Z=K.$$

**Solution.** Since $U^\dagger U=1$, the left side of the equation is $\operatorname{Re}\operatorname{tr}(Z^\dagger A)$; this is `key` in Lean. By (c) the right side is $\operatorname{Re}\operatorname{tr}(K^\dagger A)$. The two agree for all $A$ if $Z=K$. Conversely, if they agree for all $A$, choose $A=Z-K$. Then $\operatorname{Re}\operatorname{tr}\bigl((Z-K)^\dagger(Z-K)\bigr)=0$, and $Z=K$ by (b).

As a tangent vector the Riemannian gradient is therefore $UK$, and $K$ is its generator. A steepest-descent step rotates along $A=-K$, for which the derivative in (d) is $-\sum_{i,j}|K_{ij}|^2$.

```lean
/-- At a unitary `U`, a skew-Hermitian `Z` represents the functional `Re tr(G* U A)` on all
tangent vectors `U A` through the metric `Re tr(X* Y)`, with `X = U Z` and `Y = U A`, exactly when
`Z = K`. -/
theorem riemannian_gradient_iff {U : Matrix n n ℂ} (hU : U ∈ Matrix.unitaryGroup n ℂ)
    (G Z : Matrix n n ℂ) (hZ : Zᴴ = -Z) :
    (∀ A : Matrix n n ℂ, Aᴴ = -A →
      (Matrix.trace ((U * Z)ᴴ * (U * A))).re = (Matrix.trace (Gᴴ * (U * A))).re) ↔
      Z = rotationGradient U G := by
  have hU' : Uᴴ * U = 1 := Matrix.mem_unitaryGroup_iff'.1 hU
  -- the metric does not change under multiplication by `U`
  have key : ∀ A : Matrix n n ℂ, (U * Z)ᴴ * (U * A) = Zᴴ * A := by
    intro A
    rw [conjTranspose_mul, Matrix.mul_assoc, ← Matrix.mul_assoc Uᴴ U A, hU', Matrix.one_mul]
  constructor
  · intro h
    have hD : (Z - rotationGradient U G)ᴴ = -(Z - rotationGradient U G) := by
      rw [conjTranspose_sub, hZ, rotationGradient_skew]
      abel
    have h1 := h _ hD
    rw [key, re_trace_generator U G _ hD] at h1
    apply sub_eq_zero.1
    apply eq_zero_of_re_trace
    rw [conjTranspose_sub, Matrix.sub_mul, trace_sub, Complex.sub_re, h1, sub_self]
  · intro h A hA
    rw [key, re_trace_generator U G A hA, h]
```

## (h) Matrix elements for orbital-dependent potentials

Let every $V_j$ be Hermitian and let $G$ have columns $2V_ju_j$. Show that
$$K_{ij}=\langle u_i,(V_j-V_i)u_j\rangle.$$

**Solution.** The two products in $K$ have the elements
$$(U^\dagger G)_{ij}=2\langle u_i,V_ju_j\rangle,\qquad (G^\dagger U)_{ij}=2\langle V_iu_i,u_j\rangle=2\langle u_i,V_iu_j\rangle,$$
where the last equality uses that $V_i$ is Hermitian. Half their difference is the claim. Any operator common to all orbitals cancels, so in the Perdew–Zunger case only the self-interaction potentials remain.

In Lean, `Uᵀ j` is column $j$ of $U$ and `star x ⬝ᵥ y` is $\langle x,y\rangle$. The steps `h1` and `h2` are the two products, and `(hV i).eq` moves $V_i$ across the inner product.

```lean
omit [DecidableEq n] in
/-- For Hermitian orbital potentials `V_j`, the gradient with columns `2 V_j u_j` gives
`K_ij = ⟨u_i, (V_j - V_i) u_j⟩`. -/
theorem rotationGradient_potential (V : n → Matrix n n ℂ) (hV : ∀ i, (V i).IsHermitian)
    (U : Matrix n n ℂ) (i j : n) :
    rotationGradient U (potentialGradient V U) i j =
      star (Uᵀ i) ⬝ᵥ ((V j - V i) *ᵥ Uᵀ j) := by
  have h1 : (Uᴴ * potentialGradient V U) i j = 2 * (star (Uᵀ i) ⬝ᵥ (V j *ᵥ Uᵀ j)) := by
    simp only [Matrix.mul_apply, conjTranspose_apply, potentialGradient, of_apply, dotProduct,
      Finset.mul_sum, Pi.star_apply, transpose_apply]
    exact Finset.sum_congr rfl fun a _ => by ring
  have h2 : ((potentialGradient V U)ᴴ * U) i j = 2 * (star (V i *ᵥ Uᵀ i) ⬝ᵥ Uᵀ j) := by
    simp only [Matrix.mul_apply, conjTranspose_apply, potentialGradient, of_apply, dotProduct,
      Finset.mul_sum, Pi.star_apply, transpose_apply, star_mul', star_ofNat]
    exact Finset.sum_congr rfl fun a _ => by ring
  rw [rotationGradient, Matrix.smul_apply, Matrix.sub_apply, h1, h2, Matrix.star_mulVec,
    (hV i).eq, ← Matrix.dotProduct_mulVec, Matrix.sub_mulVec, dotProduct_sub, Complex.real_smul]
  push_cast
  ring
```

## (i) The localization condition

Let $E$ have at $U$ the gradient with columns $2V_ju_j$, every $V_j$ Hermitian. Show that $E$ is stationary under all orbital rotations exactly when
$$\langle u_i,(V_j-V_i)u_j\rangle=0\quad\text{for all } i,j.$$

**Solution.** By (f), stationarity means $K=0$, and by (h) the elements of $K$ are these inner products. Lean rewrites with `stationary_iff` and then compares entries.

The largest $|K_{ij}|$ can thus serve as the residual of the inner loop. A zero residual identifies a stationary point, which may be a minimum, a maximum or a saddle.

```lean
/-- Localization condition: an energy whose Euclidean gradient at `U` has columns `2 V_j u_j`, with
every `V_j` Hermitian, is stationary under all orbital rotations exactly when
`⟨u_i, (V_j - V_i) u_j⟩ = 0` for all pairs of orbitals. -/
theorem localization_condition {E : Matrix n n ℂ → ℝ} {U : Matrix n n ℂ}
    (V : n → Matrix n n ℂ) (hV : ∀ i, (V i).IsHermitian)
    (hE : HasFDerivAt E (realPairing (potentialGradient V U)) U) :
    (∀ A : Matrix n n ℂ, Aᴴ = -A →
      HasDerivAt (fun t : ℝ => E (U * NormedSpace.exp (t • A))) 0 0) ↔
      ∀ i j, star (Uᵀ i) ⬝ᵥ ((V j - V i) *ᵥ Uᵀ j) = 0 := by
  rw [stationary_iff hE]
  constructor
  · intro h i j
    rw [← rotationGradient_potential V hV U i j, h, Matrix.zero_apply]
  · intro h
    ext i j
    rw [rotationGradient_potential V hV U i j, h i j, Matrix.zero_apply]

end PerdewZungerRotation
```

```lean
#print axioms PerdewZungerRotation.hasDerivAt_linear
#print axioms PerdewZungerRotation.riemannian_gradient_iff
#print axioms PerdewZungerRotation.localization_condition
```

```
'PerdewZungerRotation.hasDerivAt_linear' depends on axioms: [propext, Classical.choice, Quot.sound]
'PerdewZungerRotation.riemannian_gradient_iff' depends on axioms: [propext, Classical.choice, Quot.sound]
'PerdewZungerRotation.localization_condition' depends on axioms: [propext, Classical.choice, Quot.sound]
```

## Real orbitals

The same argument applies to a differentiable energy of real orbital matrices, with transposes in place of adjoints and real antisymmetric $A$. The gradient becomes $K=\tfrac12(U^{T}G-G^{T}U)$, the derivative along $U\exp(tA)$ is $\operatorname{tr}(K^{T}A)$, and choosing $A=K$ again shows that stationarity means $K=0$. This real version is an argument by analogy and has no separate Lean proof here.
